# Every real positive definite exponent matrix is $LL^T$ for exactly one lower triangular $L$ with positive diagonal

When the real symmetric exponent matrix of an explicitly correlated Gaussian is optimised, each trial step must keep it positive definite, or the Gaussian cannot be normalised. If the optimiser varies a triangular matrix $L$ with positive diagonal and the program forms $A=LL^T$, every trial matrix is admissible and no admissible matrix is missed. This applies to variational few-body and electronic-structure calculations, here for Gaussians centred at the origin without polynomial prefactors.

## Gaussians and their matrices

```lean
import Mathlib

open Matrix

namespace CorrelatedGaussianCholesky

noncomputable section

variable {n : ℕ}
```

The natural number `n` counts the particle vectors. Indices run from $0$ to $n-1$, and this range is the type `Fin n`.

```lean
/-- A Cholesky factor: a real lower triangular matrix with positive diagonal. -/
structure IsCholeskyFactor (L : Matrix (Fin n) (Fin n) ℝ) : Prop where
  lower : ∀ i j, i < j → L i j = 0
  diag_pos : ∀ i, 0 < L i i
```

`IsCholeskyFactor L` is a statement about a real $n\times n$ matrix: $L_{ij}=0$ for $i<j$, and $L_{ii}>0$ for all $i$.

```lean
/-- The correlated Gaussian `exp(-∑ A_ij r_i·r_j)` of `n` particle vectors in space. -/
def correlatedGaussian (A : Matrix (Fin n) (Fin n) ℝ)
    (r : Fin n → EuclideanSpace ℝ (Fin 3)) : ℝ :=
  Real.exp (-∑ i, ∑ j, A i j * inner ℝ (r i) (r j))
```

For vectors $\mathbf r_i$ in three-dimensional space this is

$$G_A(\mathbf r)=\exp\Big(-\sum_{ij}A_{ij}\,\mathbf r_i\cdot\mathbf r_j\Big),$$

without the factor $\tfrac12$ that some authors put in the exponent. For symmetric $A$, it is square integrable exactly when $A$ is positive definite, and the normalised function is then $(2/\pi)^{3n/4}(\det A)^{3/4}\,G_A$. These two facts come from ordinary Gaussian integration and not from the Lean code, which starts from positive definiteness as the admissibility condition.

```lean
/-- For symmetric `A` with `A 0 0 ≠ 0`, the Schur complement left after eliminating the first
coordinate. -/
def schur (A : Matrix (Fin (n + 1)) (Fin (n + 1)) ℝ) : Matrix (Fin n) (Fin n) ℝ :=
  Matrix.of fun i j => A i.succ j.succ - A i.succ 0 * A j.succ 0 / A 0 0
```

Write $a=A_{00}$, $b_i=A_{i+1,0}$ and $C_{ij}=A_{i+1,j+1}$; in Lean, `i.succ` is the index $i+1$. For symmetric $A$ with $a\neq0$,

$$A=\begin{pmatrix}a&b^T\\ b&C\end{pmatrix},\qquad S=C-\frac{bb^T}{a}.$$

The matrix $S$ is `schur A`, the Schur complement.

## From a positive form to a triangular factor

```lean
/-- A real matrix is positive definite exactly when it is symmetric and its quadratic form
is positive on nonzero vectors. -/
theorem posDef_iff_real {A : Matrix (Fin n) (Fin n) ℝ} :
    A.PosDef ↔ Aᵀ = A ∧ ∀ x : Fin n → ℝ, x ≠ 0 → 0 < x ⬝ᵥ (A *ᵥ x) := by
  have hst : ∀ x : Fin n → ℝ, star x = x := fun x => by ext i; simp
  rw [Matrix.posDef_iff_dotProduct_mulVec]
  constructor
  · rintro ⟨h, hp⟩
    refine ⟨by ext i j; simpa using h.apply i j, fun x hx => ?_⟩
    have h1 := @hp x hx
    rwa [hst x] at h1
  · rintro ⟨h, hp⟩
    refine ⟨Matrix.IsHermitian.ext fun i j => ?_, ?_⟩
    · simpa using congrFun (congrFun h i) j
    · intro x hx
      rw [hst x]
      exact hp x hx
```

Mathlib's `PosDef` is written for complex matrices as well. For real ones it means $A^T=A$ and $x^TAx>0$ for every $x\neq0$. The symbol `*ᵥ` applies a matrix to a vector, and `⬝ᵥ` is the dot product. The proof removes the complex conjugation, which does nothing to real numbers.

```lean
/-- A positive definite matrix has a positive corner entry `A 0 0`, and its Schur complement
`schur A` is positive definite. -/
theorem schur_posDef {A : Matrix (Fin (n + 1)) (Fin (n + 1)) ℝ} (hA : A.PosDef) :
    0 < A 0 0 ∧ (schur A).PosDef := by
  obtain ⟨hs, hp⟩ := posDef_iff_real.mp hA
  have hsym : ∀ i j, A i j = A j i := fun i j => congrFun (congrFun hs j) i
  have ha : 0 < A 0 0 := by
    have h := hp (Pi.single 0 1) (by simp)
    simpa using h
  refine ⟨ha, posDef_iff_real.mpr ⟨?_, fun x hx => ?_⟩⟩
  · ext i j
    simp only [schur, Matrix.transpose_apply, Matrix.of_apply]
    rw [hsym j.succ i.succ]
    ring
  · obtain ⟨c, hc⟩ : ∃ c, c = ∑ i, A i.succ 0 * x i := ⟨_, rfl⟩
    obtain ⟨q, hq⟩ : ∃ q, q = c / A 0 0 := ⟨_, rfl⟩
    have haq : A 0 0 * q = c := by rw [hq]; field_simp
    have e1 : ∑ j : Fin n, A 0 j.succ * x j = c := by
      rw [hc]
      exact Finset.sum_congr rfl fun j _ => by rw [hsym 0 j.succ]
    have e2 : ∀ s : ℝ, ∑ i, x i * (A i.succ 0 * s) = c * s := by
      intro s
      rw [hc, Finset.sum_mul]
      exact Finset.sum_congr rfl fun i _ => by ring
    have e3 : ∀ i, ∑ j, schur A i j * x j
        = ∑ j : Fin n, A i.succ j.succ * x j - A i.succ 0 * q := by
      intro i
      rw [hq, hc, Finset.sum_div, Finset.mul_sum, ← Finset.sum_sub_distrib]
      refine Finset.sum_congr rfl fun j _ => ?_
      simp only [schur, Matrix.of_apply]
      ring
    -- the first coordinate `-q` minimises the form for given remaining coordinates
    have h := hp (Fin.cons (-q) x : Fin (n + 1) → ℝ)
      (fun h0 => hx (funext fun i => by simpa using congrFun h0 i.succ))
    simp only [dotProduct, Matrix.mulVec, Fin.sum_univ_succ, Fin.cons_zero, Fin.cons_succ,
      e1, mul_add, Finset.sum_add_distrib, e2] at h
    simp only [dotProduct, Matrix.mulVec, e3, mul_sub, Finset.sum_sub_distrib, e2]
    have h2 : q * (A 0 0 * q) = q * c := by rw [haq]
    linarith
```

If $A$ is positive definite, then $a>0$ and $S$ is positive definite. Putting the first unit vector into the form gives $a>0$, and $S$ is symmetric because $A$ is. For $x\ne0$ in $\mathbb R^n$, set $q=b\cdot x/a$ and $y=(-q,x)$. Then $y\neq0$ and

$$0<y^TAy=aq^2-2q\,b\cdot x+x^TCx=x^TCx-\frac{(b\cdot x)^2}{a}=x^TSx.$$

The choice $-q$ minimises the form over the first coordinate. In Lean, $y$ is `Fin.cons (-q) x`, and `c` stands for $b\cdot x$. The auxiliary facts `e1`, `e2` and `e3` evaluate the sums, and `linarith` combines them with $aq^2=q\,b\cdot x$.

```lean
/-- Every positive definite matrix has a Cholesky factor. -/
theorem exists_factor {A : Matrix (Fin n) (Fin n) ℝ} (hA : A.PosDef) :
    ∃ L, IsCholeskyFactor L ∧ L * Lᵀ = A := by
  induction n with
  | zero => exact ⟨0, ⟨fun i => i.elim0, fun i => i.elim0⟩, by ext i; exact i.elim0⟩
  | succ n ih =>
    obtain ⟨ha, hS⟩ := schur_posDef hA
    have hsym : ∀ i j, A i j = A j i :=
      fun i j => congrFun (congrFun (posDef_iff_real.mp hA).1 j) i
    have hex : ∃ M, IsCholeskyFactor M ∧ M * Mᵀ = schur A := by
      apply ih
      exact hS
    obtain ⟨M, hM, hMM⟩ := hex
    obtain ⟨r, hr, hrr⟩ : ∃ r : ℝ, 0 < r ∧ r * r = A 0 0 :=
      ⟨√(A 0 0), Real.sqrt_pos.mpr ha, Real.mul_self_sqrt ha.le⟩
    have hr0 : r ≠ 0 := hr.ne'
    -- border the factor of the Schur complement by the scaled first column
    obtain ⟨L, h00, h0s, hs0, hss⟩ : ∃ L : Matrix (Fin (n + 1)) (Fin (n + 1)) ℝ,
        L 0 0 = r ∧ (∀ j : Fin n, L 0 j.succ = 0) ∧
        (∀ i : Fin n, L i.succ 0 = A i.succ 0 / r) ∧
        ∀ i j : Fin n, L i.succ j.succ = M i j :=
      ⟨Matrix.of fun i j => Fin.cases (motive := fun _ => ℝ)
          (Fin.cases (motive := fun _ => ℝ) r (fun _ => 0) j)
          (fun i' => Fin.cases (motive := fun _ => ℝ) (A i'.succ 0 / r) (fun j' => M i' j') j) i,
        rfl, fun _ => rfl, fun _ => rfl, fun _ _ => rfl⟩
    refine ⟨L, ⟨fun i j hij => ?_, fun i => ?_⟩, ?_⟩
    · cases j using Fin.cases with
      | zero => simp at hij
      | succ j =>
        cases i using Fin.cases with
        | zero => exact h0s j
        | succ i => rw [hss]; exact hM.lower i j (Fin.succ_lt_succ_iff.mp hij)
    · cases i using Fin.cases with
      | zero => rw [h00]; exact hr
      | succ i => rw [hss]; exact hM.diag_pos i
    · ext i j
      rw [Matrix.mul_apply, Fin.sum_univ_succ]
      simp only [Matrix.transpose_apply]
      cases i using Fin.cases with
      | zero =>
        cases j using Fin.cases with
        | zero => simp only [h00, h0s, mul_zero, Finset.sum_const_zero, add_zero, hrr]
        | succ j =>
          simp only [h00, hs0, h0s, zero_mul, Finset.sum_const_zero, add_zero]
          rw [hsym 0 j.succ]
          field_simp
      | succ i =>
        cases j using Fin.cases with
        | zero =>
          simp only [h00, hs0, h0s, mul_zero, Finset.sum_const_zero, add_zero]
          field_simp
        | succ j =>
          have h := congrFun (congrFun hMM i) j
          simp only [Matrix.mul_apply, Matrix.transpose_apply, schur, Matrix.of_apply] at h
          simp only [hs0, hss]
          rw [h, ← hrr]
          ring
```

Existence follows by induction on $n$. For $n=0$ the empty matrix works. Otherwise the induction hypothesis gives a factor $M$ with $MM^T=S$. With the number $r=\sqrt a$ (not a particle vector here), set

$$L=\begin{pmatrix}r&0\\ b/r&M\end{pmatrix},\qquad
LL^T=\begin{pmatrix}r^2&b^T\\ b&bb^T/r^2+MM^T\end{pmatrix}=\begin{pmatrix}a&b^T\\ b&C\end{pmatrix}.$$

This $L$ is lower triangular with positive diagonal. The tactic `cases … using Fin.cases` splits an index into $0$ or a successor, so Lean checks the same four blocks.

```lean
/-- Two Cholesky factors of the same matrix are equal. -/
theorem factor_unique {L M : Matrix (Fin n) (Fin n) ℝ} (hL : IsCholeskyFactor L)
    (hM : IsCholeskyFactor M) (h : L * Lᵀ = M * Mᵀ) : L = M := by
  induction n with
  | zero => ext i; exact i.elim0
  | succ n ih =>
    have hE : ∀ i j, L i 0 * L j 0 + ∑ k : Fin n, L i k.succ * L j k.succ
        = M i 0 * M j 0 + ∑ k : Fin n, M i k.succ * M j k.succ := fun i j => by
      have h1 := congrFun (congrFun h i) j
      simpa only [Matrix.mul_apply, Matrix.transpose_apply, Fin.sum_univ_succ] using h1
    have hL0 : ∀ k : Fin n, L 0 k.succ = 0 := fun k => hL.lower _ _ (Fin.succ_pos k)
    have hM0 : ∀ k : Fin n, M 0 k.succ = 0 := fun k => hM.lower _ _ (Fin.succ_pos k)
    -- the corner entry is positive, so its square fixes it; then the first column follows
    have h00 : L 0 0 = M 0 0 := by
      have h1 := hE 0 0
      simp only [hL0, hM0, mul_zero, Finset.sum_const_zero, add_zero] at h1
      rcases mul_self_eq_mul_self_iff.mp h1 with h2 | h2
      · exact h2
      · linarith [hL.diag_pos 0, hM.diag_pos 0]
    have hcol : ∀ i, L i 0 = M i 0 := fun i => by
      have h1 := hE i 0
      simp only [hL0, hM0, mul_zero, Finset.sum_const_zero, add_zero] at h1
      rw [h00] at h1
      exact mul_right_cancel₀ (hM.diag_pos 0).ne' h1
    have hsub : L.submatrix Fin.succ Fin.succ = M.submatrix Fin.succ Fin.succ := by
      apply ih
      · exact ⟨fun i j hij => hL.lower i.succ j.succ (Fin.succ_lt_succ_iff.mpr hij),
          fun i => hL.diag_pos i.succ⟩
      · exact ⟨fun i j hij => hM.lower i.succ j.succ (Fin.succ_lt_succ_iff.mpr hij),
          fun i => hM.diag_pos i.succ⟩
      · ext i j
        have h1 := hE i.succ j.succ
        simp only [hcol] at h1
        simpa only [Matrix.mul_apply, Matrix.transpose_apply, Matrix.submatrix_apply]
          using add_left_cancel h1
    ext i j
    cases j using Fin.cases with
    | zero => exact hcol i
    | succ j =>
      cases i using Fin.cases with
      | zero => rw [hL0, hM0]
      | succ i => exact congrFun (congrFun hsub i) j
```

Suppose $LL^T=MM^T$ for two Cholesky factors. The empty case is immediate. For larger matrices, the first rows vanish beyond the corner, so the corner entries satisfy $L_{00}^2=M_{00}^2$, and positivity gives $L_{00}=M_{00}$. The first column of the product gives $L_{i0}L_{00}=M_{i0}M_{00}$, hence $L_{i0}=M_{i0}$. In the remaining entries,

$$L_{i+1,0}L_{j+1,0}+\sum_kL_{i+1,k+1}L_{j+1,k+1}$$

equals the same expression in $M$. The first terms agree and cancel, so the smaller blocks have equal products, and the induction hypothesis makes them equal. In the code these stages are `h00`, `hcol` and `hsub`.

## From a triangular factor back to a positive form

```lean
/-- The determinant of a Cholesky factor is the product of its diagonal entries, and that of
the exponent matrix `L Lᵀ` is the square of this product. -/
theorem det_factor {L : Matrix (Fin n) (Fin n) ℝ} (hL : IsCholeskyFactor L) :
    L.det = ∏ i, L i i ∧ (L * Lᵀ).det = (∏ i, L i i) ^ 2 := by
  have h : L.det = ∏ i, L i i := Matrix.det_of_isLowerTriangular L
    fun i j hij => hL.lower i j (OrderDual.toDual_lt_toDual.mp hij)
  exact ⟨h, by rw [Matrix.det_mul, Matrix.det_transpose, h, sq]⟩
```

The determinant of a triangular matrix is the product of its diagonal entries, so $\det L=\prod_iL_{ii}$. Since $\det L^T=\det L$, it follows that $\det(LL^T)=\big(\prod_iL_{ii}\big)^2$. The normalisation factor above therefore becomes $(2/\pi)^{3n/4}\big(\prod_iL_{ii}\big)^{3/2}$.

```lean
/-- Every Cholesky factor `L` gives a positive definite exponent matrix `L Lᵀ`. -/
theorem posDef_of_factor {L : Matrix (Fin n) (Fin n) ℝ} (hL : IsCholeskyFactor L) :
    (L * Lᵀ).PosDef := by
  refine posDef_iff_real.mpr ⟨by simp [Matrix.transpose_mul], fun x hx => ?_⟩
  have hdet : Lᵀ.det ≠ 0 := by
    rw [Matrix.det_transpose, (det_factor hL).1]
    exact (Finset.prod_pos fun i _ => hL.diag_pos i).ne'
  have hv : Lᵀ *ᵥ x ≠ 0 := fun h => hx (Matrix.eq_zero_of_mulVec_eq_zero hdet h)
  -- the quadratic form is the squared length of `Lᵀ x`
  have hq : x ⬝ᵥ ((L * Lᵀ) *ᵥ x) = (Lᵀ *ᵥ x) ⬝ᵥ (Lᵀ *ᵥ x) := by
    rw [← Matrix.mulVec_mulVec, Matrix.dotProduct_mulVec, Matrix.mulVec_transpose]
  rw [hq]
  exact lt_of_le_of_ne (Finset.sum_nonneg fun i _ => mul_self_nonneg _)
    fun h => hv (dotProduct_self_eq_zero.mp h.symm)
```

The matrix $LL^T$ is symmetric. Because $\det L^T=\prod_iL_{ii}>0$, a nonzero $x$ has $L^Tx\neq0$, and

$$x^TLL^Tx=(L^Tx)\cdot(L^Tx)=|L^Tx|^2>0.$$

The first equality is `hq`, and `hv` is the statement $L^Tx\ne0$.

```lean
/-- **Cholesky decomposition.** A real matrix `A` is positive definite if and only if
`A = L Lᵀ` for exactly one lower triangular `L` with positive diagonal. -/
theorem posDef_iff_existsUnique_factor {A : Matrix (Fin n) (Fin n) ℝ} :
    A.PosDef ↔ ∃! L, IsCholeskyFactor L ∧ L * Lᵀ = A := by
  constructor
  · intro hA
    obtain ⟨L, hL, h⟩ := exists_factor hA
    exact ⟨L, ⟨hL, h⟩, fun M hM => factor_unique hM.1 hL (hM.2.trans h.symm)⟩
  · rintro ⟨L, ⟨hL, rfl⟩, _⟩
    exact posDef_of_factor hL
```

This is the central equivalence. The symbol `∃!` means "there is exactly one". No symmetry of $A$ is assumed beforehand: it is part of `PosDef` on the left and follows from $A=LL^T$ on the right. The forward direction combines existence with uniqueness; the reverse direction is the preceding theorem.

```lean
/-- With exponent matrix `L Lᵀ` the correlated Gaussian is a product of single Gaussians in
the combinations `∑ i, L i k • r i` of the particle vectors. -/
theorem correlatedGaussian_factor (L : Matrix (Fin n) (Fin n) ℝ)
    (r : Fin n → EuclideanSpace ℝ (Fin 3)) :
    correlatedGaussian (L * Lᵀ) r = ∏ k, Real.exp (-‖∑ i, L i k • r i‖ ^ 2) := by
  rw [correlatedGaussian, ← Real.exp_sum, Finset.sum_neg_distrib]
  congr 2
  simp_rw [← real_inner_self_eq_norm_sq, sum_inner, inner_sum, real_inner_smul_left,
    real_inner_smul_right, Matrix.mul_apply, Matrix.transpose_apply, Finset.sum_mul]
  symm
  rw [Finset.sum_comm]
  refine Finset.sum_congr rfl fun i _ => ?_
  rw [Finset.sum_comm]
  exact Finset.sum_congr rfl fun j _ => Finset.sum_congr rfl fun k _ => by ring
```

For any real $L$, triangular or not, put $\mathbf s_k=\sum_iL_{ik}\mathbf r_i$. Then

$$\sum_{ij}(LL^T)_{ij}\,\mathbf r_i\cdot\mathbf r_j=\sum_k\sum_{ij}L_{ik}L_{jk}\,\mathbf r_i\cdot\mathbf r_j=\sum_k|\mathbf s_k|^2,$$

so $G_{LL^T}=\prod_k e^{-|\mathbf s_k|^2}$. The Lean proof expands the norms as inner products and reorders the sums. When $L$ is lower triangular, $\mathbf s_k$ contains only the vectors $\mathbf r_i$ with $i\ge k$.

## Optimising without constraints

```lean
/-- The triangular matrix built from free real parameters: `p i j` below the diagonal and
`exp (p i i)` on it; entries of `p` above the diagonal are ignored. -/
def factor (p : Matrix (Fin n) (Fin n) ℝ) : Matrix (Fin n) (Fin n) ℝ :=
  Matrix.of fun i j => if i < j then 0 else if i = j then Real.exp (p i j) else p i j
```

Here $p$ is a matrix of free real parameters, not a momentum. The definition sets $L_{ii}=e^{p_{ii}}$ and $L_{ij}=p_{ij}$ for $i>j$, with zeros above the diagonal. Only $n(n+1)/2$ entries of $p$ matter.

```lean
/-- The exponent matrix `L Lᵀ` belonging to the free parameters `p`. -/
def exponent (p : Matrix (Fin n) (Fin n) ℝ) : Matrix (Fin n) (Fin n) ℝ :=
  factor p * (factor p)ᵀ
```

`exponent p` is the whole matrix $A(p)=LL^T$, not a single number.

```lean
/-- The exponent matrices reached by free real parameters are exactly the positive definite
matrices. -/
theorem range_exponent :
    Set.range (exponent (n := n)) = {A : Matrix (Fin n) (Fin n) ℝ | A.PosDef} := by
  ext A
  constructor
  · rintro ⟨p, rfl⟩
    exact posDef_of_factor ⟨fun i j h => by simp [factor, h],
      fun i => by simp [factor, Real.exp_pos]⟩
  · intro hA
    obtain ⟨L, hL, h⟩ := exists_factor hA
    -- take logarithms on the diagonal
    have hp : factor (Matrix.of fun i j => if i = j then Real.log (L i j) else L i j) = L := by
      ext i j
      rcases lt_trichotomy i j with hij | hij | hij
      · simp [factor, hij, hL.lower i j hij]
      · subst hij
        simp [factor, Real.exp_log (hL.diag_pos i)]
      · simp [factor, lt_asymm hij, hij.ne']
    exact ⟨_, by rw [exponent, hp]; exact h⟩
```

The matrices $A(p)$ are exactly the positive definite ones. Each $A(p)$ is positive definite because exponentials are positive, which makes `factor p` a Cholesky factor. Conversely, given a positive definite $A$, take its factor $L$ and set $p_{ii}=\ln L_{ii}$ and $p_{ij}=L_{ij}$ below the diagonal. The Lean proof checks the entries above, on and below the diagonal separately.

For $n=1$ this reads $A=(a)$ with $a=e^{2p}$. The excluded limit $a\to0$ corresponds to $p\to-\infty$, so the objective $E(a)=a$ has no minimiser in either description.

```lean
/-- Parameters `p` minimise an objective `E` without constraints if and only if their exponent
matrix minimises `E` among all positive definite matrices. -/
theorem minimiser_iff (E : Matrix (Fin n) (Fin n) ℝ → ℝ) (p : Matrix (Fin n) (Fin n) ℝ) :
    (∀ q, E (exponent p) ≤ E (exponent q)) ↔
      ∀ B : Matrix (Fin n) (Fin n) ℝ, B.PosDef → E (exponent p) ≤ E B := by
  constructor
  · intro h B hB
    have hB' : B ∈ Set.range (exponent (n := n)) := by rw [range_exponent]; exact hB
    obtain ⟨q, rfl⟩ := hB'
    exact h q
  · intro h q
    have hq : exponent q ∈ {A : Matrix (Fin n) (Fin n) ℝ | A.PosDef} := by
      rw [← range_exponent]
      exact ⟨q, rfl⟩
    exact h _ hq

end

end CorrelatedGaussianCholesky
```

Let $E$ be any real function of the exponent matrix, for instance a variational energy with all other basis functions held fixed. Then $p$ minimises $E(A(p))$ over all real parameters if and only if $A(p)$ minimises $E$ over all positive definite matrices. Both directions follow from the equality of the two sets: every positive definite $B$ is some $A(q)$, and every $A(q)$ is positive definite. The theorem concerns global minimisers. It does not say that one exists or that a given algorithm finds it.

```lean
#print axioms CorrelatedGaussianCholesky.posDef_iff_existsUnique_factor
-- 'CorrelatedGaussianCholesky.posDef_iff_existsUnique_factor' depends on axioms: [propext, Classical.choice, Quot.sound]
#print axioms CorrelatedGaussianCholesky.correlatedGaussian_factor
-- 'CorrelatedGaussianCholesky.correlatedGaussian_factor' depends on axioms: [propext, Classical.choice, Quot.sound]
#print axioms CorrelatedGaussianCholesky.minimiser_iff
-- 'CorrelatedGaussianCholesky.minimiser_iff' depends on axioms: [propext, Classical.choice, Quot.sound]
```
